# Ideal bosons in finitely many levels condense as particles are added at fixed temperature

Suppose all we know about an excited level in a gas of $N$ bosons is that it holds at most $N$ of them. Its mean occupation could then grow in proportion to $N$, and adding particles would never bring the condensate fraction to one. The Bose function of the grand canonical ensemble does not settle the matter directly, because at fixed $N$ it is in general not the exact mean occupation. With the chemical potential set to the energy of the lowest level, however, it gives an upper bound on the mean occupation of every excited level, and this bound holds for every $N$.

Let non-interacting bosons occupy finitely many one-particle levels with energies $e_i$, at inverse temperature $\beta>0$. Each level is a single state, so a degenerate energy appears as several levels. A configuration is a list of occupations $n=(n_i)$ with $\sum_i n_i=N$. Its weight is $w(n)=\exp(-\beta\sum_i n_ie_i)$, the partition function $Z_N$ is the sum of these weights, and $\langle n_i\rangle_N$ is the weighted mean of $n_i$. If level $i$ lies above level $g$, then for every $N$

$$\langle n_i\rangle_N<\frac{1}{e^{\beta(e_i-e_g)}-1}.$$

If $g$ is a lowest level, the share of the particles in all levels of energy $e_g$ tends to one as $N\to\infty$.

## Adding one boson to a level

Putting one more boson into level $i$ turns each $N$-particle configuration $m$ into an $(N+1)$-particle configuration with $n_i\ge1$. Every such configuration arises exactly once, and the weight gains a factor $e^{-\beta e_i}$. Configurations with $n_i=0$ contribute nothing to the sum of $n_iw(n)$, so

$$\langle n_i\rangle_{N+1}Z_{N+1}=\sum_m (m_i+1)\,e^{-\beta e_i}w(m)=e^{-\beta e_i}Z_N\,(1+\langle n_i\rangle_N).$$

Adding the boson to level $g$ instead reaches only the configurations with $n_g\ge1$, which are part of $Z_{N+1}$. Hence $e^{-\beta e_g}Z_N\le Z_{N+1}$.

Write $q=e^{\beta(e_i-e_g)}$. Multiplying the recursion by $q$ and using this inequality gives

$$q\langle n_i\rangle_{N+1}Z_{N+1}=e^{-\beta e_g}Z_N(1+\langle n_i\rangle_N)\le Z_{N+1}(1+\langle n_i\rangle_N),$$

and therefore $q\langle n_i\rangle_{N+1}\le1+\langle n_i\rangle_N$.

Since $e_i>e_g$ and $\beta>0$, we have $q>1$. The empty system satisfies $\langle n_i\rangle_0=0<1/(q-1)$. If the bound holds for $N$, then

$$q\langle n_i\rangle_{N+1}<1+\frac1{q-1}=\frac q{q-1},$$

and division by $q$ gives it for $N+1$.

Now let $g$ be a lowest level, and let $C$ be the sum of the bounds over all levels with $e_i\ne e_g$. The mean occupations add up to $N$, so the ground levels together hold a mean number $G_N$ with $N-C\le G_N\le N$. For $N>0$ this reads $1-C/N\le G_N/N\le1$, and both ends tend to one.

## The recursion with numbers

The recursion computes canonical occupations one particle at a time. Form $u_i=e^{-\beta e_i}(1+\langle n_i\rangle_N)$. Since the new occupations are proportional to $u_i$ and sum to $N+1$, they are $\langle n_i\rangle_{N+1}=(N+1)u_i/\sum_ju_j$. For two levels with Boltzmann factors $1$ and $1/2$, the upper level holds $1/3$, $4/7$ and $11/15$ bosons at $N=1,2,3$, below the cap of $1$. For a canonical simulation of non-interacting bosons in a finite one-particle basis, the sum of the caps over the excited levels bounds the mean excited population at any particle number.

Allowing $\beta=0$ would break the limit. With two levels of different energy, all configurations then have equal weight, each level holds $N/2$ bosons on average, and the ground share stays at $1/2$.

## Configurations and averages in Lean

The finite type `ι` labels the one-particle states, so degenerate states are separate labels with equal energy. A configuration is a function `ι → ℕ`, and `occupations ι N` is the finite set of those with total `N`.

```lean
import Mathlib

open Finset Filter Topology

namespace IdealBoseCondensation

noncomputable section

variable {ι : Type*} [Fintype ι] [DecidableEq ι]

/-- The configurations of `N` bosons: occupation vectors with total `N`. -/
def occupations (ι : Type*) [Fintype ι] [DecidableEq ι] (N : ℕ) : Finset (ι → ℕ) :=
  Finset.piAntidiag Finset.univ N
```

The energies `e : ι → ℝ` may be any real numbers. The next three definitions are $w(n)$, $Z_N$ and $\langle n_i\rangle_N$.

```lean
/-- The Boltzmann weight `exp(-β E)` of a configuration with energy `E = ∑ n_i e_i`. -/
def weight (β : ℝ) (e : ι → ℝ) (n : ι → ℕ) : ℝ :=
  Real.exp (-β * ∑ i, (n i : ℝ) * e i)

/-- The canonical partition function of `N` ideal bosons. -/
def partitionFn (β : ℝ) (e : ι → ℝ) (N : ℕ) : ℝ :=
  ∑ n ∈ occupations ι N, weight β e n

/-- The canonical mean occupation of level `i` with `N` bosons, for a nonempty set of levels. -/
def meanOccupation (β : ℝ) (e : ι → ℝ) (N : ℕ) (i : ι) : ℝ :=
  (∑ n ∈ occupations ι N, (n i : ℝ) * weight β e n) / partitionFn β e N
```

The condensate $G_N$ is `groundOccupation`, which sums over every level sharing the energy of `g`. The constant $C$ is `excitedCapacity`.

```lean
/-- The mean number of bosons in all levels that share the energy of level `g`. -/
def groundOccupation (β : ℝ) (e : ι → ℝ) (N : ℕ) (g : ι) : ℝ :=
  ∑ i with e i = e g, meanOccupation β e N i

/-- The sum of `1/(exp(β(e_i - e_g)) - 1)` over all levels whose energy differs from that of
level `g`, for `β ≠ 0`. -/
def excitedCapacity (β : ℝ) (e : ι → ℝ) (g : ι) : ℝ :=
  ∑ i with ¬ (e i = e g), 1 / (Real.exp (β * (e i - e g)) - 1)
```

Two basic facts follow: membership means that the occupations sum to `N`, and $Z_N$ is positive. For the second, putting all bosons into one level shows that a configuration exists.

```lean
/-- A vector is a configuration of `N` bosons exactly when its occupations add up to `N`. -/
theorem mem_occupations {N : ℕ} {n : ι → ℕ} : n ∈ occupations ι N ↔ ∑ i, n i = N := by
  simp [occupations]

/-- The partition function is positive as soon as there is a level. -/
theorem partitionFn_pos (β : ℝ) (e : ι → ℝ) (N : ℕ) (i : ι) : 0 < partitionFn β e N := by
  apply Finset.sum_pos
  · intro n _
    exact Real.exp_pos _
  · exact ⟨Pi.single i N, mem_occupations.2 (by simp [Pi.single_apply])⟩
```

## The recursion as an identity between sums

The next lemma is the bijection, stated for an arbitrary summand `f`. Here `Pi.single i 1` is one boson in level `i`, and `Finset.sum_nbij'` takes the maps that add and remove it. Subtraction of natural numbers stops at zero, so `back` needs `n i ≠ 0` to restore the configuration.

```lean
/-- Adding one boson to level `i` turns the configurations of `N` bosons into those
configurations of `N + 1` bosons in which level `i` is occupied. -/
theorem sum_add_particle (i : ι) (N : ℕ) (f : (ι → ℕ) → ℝ) :
    ∑ n ∈ occupations ι (N + 1) with n i ≠ 0, f n
      = ∑ n ∈ occupations ι N, f (n + Pi.single i 1) := by
  have back : ∀ n : ι → ℕ, n i ≠ 0 → n - Pi.single i 1 + Pi.single i 1 = n := by
    intro n hn
    funext j
    by_cases h : j = i
    · subst h
      simp only [Pi.add_apply, Pi.sub_apply, Pi.single_eq_same]
      omega
    · simp [Pi.single_eq_of_ne h]
  have tot : ∀ m : ι → ℕ, ∑ j, (m + Pi.single i 1 : ι → ℕ) j = ∑ j, m j + 1 := by
    intro m
    simp [Finset.sum_add_distrib, Pi.single_apply]
  symm
  refine Finset.sum_nbij' (fun n => n + Pi.single i 1) (fun n => n - Pi.single i 1)
    ?_ ?_ ?_ ?_ ?_
  · intro n hn
    refine Finset.mem_filter.2 ⟨mem_occupations.2 ?_, by simp⟩
    rw [tot, mem_occupations.1 hn]
  · intro n hn
    obtain ⟨h1, h2⟩ := Finset.mem_filter.1 hn
    have h3 := tot (n - Pi.single i 1)
    rw [back n h2, mem_occupations.1 h1] at h3
    exact mem_occupations.2 (by omega)
  · intro n _
    funext j
    simp
  · intro n hn
    exact back n (Finset.mem_filter.1 hn).2
  · intro n _
    rfl

/-- One more boson in level `i` multiplies the Boltzmann weight by `exp(-β e_i)`. -/
theorem weight_add_particle (β : ℝ) (e : ι → ℝ) (n : ι → ℕ) (i : ι) :
    weight β e (n + Pi.single i 1) = Real.exp (-β * e i) * weight β e n := by
  have h : ∑ j, (((n + Pi.single i 1 : ι → ℕ) j : ℕ) : ℝ) * e j
      = ∑ j, (n j : ℝ) * e j + e i := by
    simp [add_mul, Finset.sum_add_distrib, Pi.single_apply]
  unfold weight
  rw [h, mul_add, Real.exp_add]
  exact mul_comm _ _
```

In `meanOccupation_succ`, `key` is the recursion for the unnormalised sums: it drops the terms with $n_i=0$, applies the bijection and extracts the Boltzmann factor. The last lines insert the definition of the mean and cancel the partition functions.

```lean
/-- The mean occupation with `N + 1` bosons follows from that with `N` bosons:
`⟨n_i⟩_(N+1) Z_(N+1) = exp(-β e_i) Z_N (1 + ⟨n_i⟩_N)`. -/
theorem meanOccupation_succ (β : ℝ) (e : ι → ℝ) (N : ℕ) (i : ι) :
    meanOccupation β e (N + 1) i * partitionFn β e (N + 1)
      = Real.exp (-β * e i) * partitionFn β e N * (1 + meanOccupation β e N i) := by
  have hZ := (partitionFn_pos β e N i).ne'
  have hZ' := (partitionFn_pos β e (N + 1) i).ne'
  have key : ∑ n ∈ occupations ι (N + 1), (n i : ℝ) * weight β e n
      = Real.exp (-β * e i) *
        (partitionFn β e N + ∑ n ∈ occupations ι N, (n i : ℝ) * weight β e n) := by
    calc ∑ n ∈ occupations ι (N + 1), (n i : ℝ) * weight β e n
        = ∑ n ∈ occupations ι (N + 1) with n i ≠ 0, (n i : ℝ) * weight β e n := by
          symm
          apply Finset.sum_filter_of_ne
          intro n _ h h0
          exact h (by simp [h0])
      _ = ∑ n ∈ occupations ι N,
            (((n + Pi.single i 1 : ι → ℕ) i : ℕ) : ℝ) * weight β e (n + Pi.single i 1) :=
          sum_add_particle i N (fun n => (n i : ℝ) * weight β e n)
      _ = _ := by
          rw [partitionFn, ← Finset.sum_add_distrib, Finset.mul_sum]
          apply Finset.sum_congr rfl
          intro n _
          rw [weight_add_particle]
          simp only [Pi.add_apply, Pi.single_eq_same]
          push_cast
          ring
  unfold meanOccupation
  rw [div_mul_cancel₀ _ hZ', key, mul_assoc, mul_add (partitionFn β e N), mul_one,
    mul_div_cancel₀ _ hZ]
```

The inequality for $q$ comes next. `hm` is $e^{-\beta e_g}Z_N\le Z_{N+1}$, `hx` is $q\,e^{-\beta e_i}=e^{-\beta e_g}$, and the end of the proof cancels the positive factor $Z_{N+1}$. Up to this point `β` may be any real number.

```lean
/-- For any two levels `i` and `g`,
`exp(β(e_i - e_g)) ⟨n_i⟩_(N+1) ≤ 1 + ⟨n_i⟩_N`. -/
theorem meanOccupation_step (β : ℝ) (e : ι → ℝ) (N : ℕ) (i g : ι) :
    Real.exp (β * (e i - e g)) * meanOccupation β e (N + 1) i
      ≤ 1 + meanOccupation β e N i := by
  have hr := meanOccupation_succ β e N i
  -- configurations with level `g` occupied are only part of `Z_(N+1)`
  have hm : Real.exp (-β * e g) * partitionFn β e N ≤ partitionFn β e (N + 1) := by
    have h := sum_add_particle g N (weight β e)
    simp only [weight_add_particle] at h
    rw [← Finset.mul_sum] at h
    unfold partitionFn
    rw [← h]
    exact Finset.sum_le_sum_of_subset_of_nonneg (Finset.filter_subset _ _)
      (fun n _ _ => (Real.exp_pos _).le)
  have hx : Real.exp (β * (e i - e g)) * Real.exp (-β * e i) = Real.exp (-β * e g) := by
    rw [← Real.exp_add]
    congr 1
    ring
  have h0 : 0 ≤ meanOccupation β e N i :=
    div_nonneg (Finset.sum_nonneg fun n _ => mul_nonneg (Nat.cast_nonneg _) (Real.exp_pos _).le)
      (partitionFn_pos β e N i).le
  have h1 := mul_le_mul_of_nonneg_right hm (by linarith : 0 ≤ 1 + meanOccupation β e N i)
  rw [← hx] at h1
  refine le_of_mul_le_mul_right ?_ (partitionFn_pos β e (N + 1) i)
  linear_combination h1 + Real.exp (β * (e i - e g)) * hr
```

## The cap on excited levels and the condensate

The hypotheses `0 < β` and `e g < e i` now give $q-1>0$, which is `hq`. The induction is the one above, with denominators cleared by `lt_div_iff₀`. Level `g` need not be a ground level here.

```lean
/-- At `β > 0`, a level `i` above some level `g` holds on average fewer than
`1/(exp(β(e_i - e_g)) - 1)` bosons, whatever the total number `N`. -/
theorem meanOccupation_lt_bose {β : ℝ} (hβ : 0 < β) (e : ι → ℝ) {i g : ι}
    (h : e g < e i) (N : ℕ) :
    meanOccupation β e N i < 1 / (Real.exp (β * (e i - e g)) - 1) := by
  have hq : 0 < Real.exp (β * (e i - e g)) - 1 := by
    have h1 : 0 < β * (e i - e g) := mul_pos hβ (sub_pos.2 h)
    linarith [Real.add_one_le_exp (β * (e i - e g))]
  induction N with
  | zero =>
    have hz : meanOccupation β e 0 i = 0 := by
      unfold meanOccupation
      rw [Finset.sum_eq_zero, zero_div]
      intro n hn
      have hi : n i = 0 :=
        (Finset.sum_eq_zero_iff.1 (mem_occupations.1 hn)) i (Finset.mem_univ i)
      simp [hi]
    rw [hz]
    exact div_pos one_pos hq
  | succ N ih =>
    rw [lt_div_iff₀ hq] at ih ⊢
    have hs := mul_le_mul_of_nonneg_right (meanOccupation_step β e N i g) hq.le
    refine lt_of_mul_lt_mul_left ?_ (Real.exp_pos (β * (e i - e g))).le
    linarith

/-- If there is at least one level, the mean occupations of all levels add up to the number of
bosons. -/
theorem sum_meanOccupation [Nonempty ι] (β : ℝ) (e : ι → ℝ) (N : ℕ) :
    ∑ i, meanOccupation β e N i = N := by
  obtain ⟨g⟩ := ‹Nonempty ι›
  unfold meanOccupation
  rw [← Finset.sum_div, Finset.sum_comm, div_eq_iff (partitionFn_pos β e N g).ne',
    partitionFn, Finset.mul_sum]
  apply Finset.sum_congr rfl
  intro n hn
  rw [← Finset.sum_mul, ← Nat.cast_sum, mem_occupations.1 hn]
```

The hypothesis `hg` says that `g` has the lowest energy. `groundOccupation_ge` splits the total into ground and excited levels and bounds the excited part term by term.

```lean
/-- At `β > 0`, the levels of lowest energy together hold on average at least `N` minus the
excited capacity, a number that does not depend on `N`. -/
theorem groundOccupation_ge {β : ℝ} (hβ : 0 < β) (e : ι → ℝ) {g : ι}
    (hg : ∀ i, e g ≤ e i) (N : ℕ) :
    (N : ℝ) - excitedCapacity β e g ≤ groundOccupation β e N g := by
  have : Nonempty ι := ⟨g⟩
  have hsplit := Finset.sum_filter_add_sum_filter_not Finset.univ (fun i => e i = e g)
    (fun i => meanOccupation β e N i)
  rw [sum_meanOccupation] at hsplit
  have hexc : ∑ i with ¬ (e i = e g), meanOccupation β e N i ≤ excitedCapacity β e g := by
    apply Finset.sum_le_sum
    intro i hi
    have hne : ¬ (e i = e g) := (Finset.mem_filter.1 hi).2
    exact (meanOccupation_lt_bose hβ e (lt_of_le_of_ne (hg i) (Ne.symm hne)) N).le
  unfold groundOccupation
  linarith
```

The final theorem squeezes the fraction between $1-C/N$ and $1$. Its limit holds the levels and $\beta$ fixed while `N` grows. This differs from Bose–Einstein condensation in the thermodynamic limit, where the volume grows with the particle number and a critical temperature can appear. With a degenerate ground energy, the theorem concerns the combined population and does not single out one state.

```lean
/-- Condensation: at fixed `β > 0`, the fraction of bosons in the levels of lowest energy
tends to one as bosons are added. -/
theorem condensate_fraction_tendsto_one {β : ℝ} (hβ : 0 < β) (e : ι → ℝ) {g : ι}
    (hg : ∀ i, e g ≤ e i) :
    Tendsto (fun N : ℕ => groundOccupation β e N g / (N : ℝ)) atTop (𝓝 1) := by
  have : Nonempty ι := ⟨g⟩
  have hlow : Tendsto (fun N : ℕ => 1 - excitedCapacity β e g / (N : ℝ)) atTop (𝓝 1) := by
    simpa using (tendsto_const_nhds (x := (1 : ℝ))).sub
      (tendsto_const_div_atTop_nhds_zero_nat (excitedCapacity β e g))
  refine tendsto_of_tendsto_of_tendsto_of_le_of_le' hlow tendsto_const_nhds ?_ ?_
  · filter_upwards [eventually_gt_atTop 0] with N hN
    have hN' : (0 : ℝ) < N := Nat.cast_pos.2 hN
    rw [le_div_iff₀ hN', sub_mul, div_mul_cancel₀ _ hN'.ne', one_mul]
    exact groundOccupation_ge hβ e hg N
  · filter_upwards [eventually_gt_atTop 0] with N hN
    have hN' : (0 : ℝ) < N := Nat.cast_pos.2 hN
    rw [div_le_iff₀ hN', one_mul, ← sum_meanOccupation β e N]
    -- the ground levels hold no more than all levels together
    refine Finset.sum_le_sum_of_subset_of_nonneg (Finset.filter_subset _ _) ?_
    intro i _ _
    exact div_nonneg
      (Finset.sum_nonneg fun n _ => mul_nonneg (Nat.cast_nonneg _) (Real.exp_pos _).le)
      (partitionFn_pos β e N i).le

end

end IdealBoseCondensation
```

```lean
#print axioms IdealBoseCondensation.condensate_fraction_tendsto_one
-- 'IdealBoseCondensation.condensate_fraction_tendsto_one' depends on axioms: [propext, Classical.choice, Quot.sound]
```
